# Subtracting \(s\) times the force along the unstable mode makes the Hessian of a first-order saddle positive definite exactly when \(s>1\)

**A:** Let \(H\) be a real symmetric matrix with a unit eigenvector \(v\) of eigenvalue \(h<0\), and let every eigenvector perpendicular to \(v\) have a positive eigenvalue. Then, for real \(s\),
\[
(I-s\,vv^{T})H \ \text{is positive definite} \iff s>1 .
\]

**Q:** That is linear algebra. Where is the climbing image?

**A:** In the matrix. A climbing image in a nudged elastic band calculation feels the true force \(F\) with its component along a unit tangent \(t\) modified:
\[
F_{\text{climb}} = F - s\,(t\cdot F)\,t .
\]
The parallel component is multiplied by \(1-s\). It is removed at \(s=1\), reversed for \(s>1\), and reversed at full strength for the usual choice \(s=2\). Near a stationary point at the origin the harmonic force is \(F=-Hx\), so
\[
F_{\text{climb}} = -Hx + s\,(t\cdot Hx)\,t = -(I-s\,tt^{T})Hx .
\]
The matrix \((I-s\,tt^{T})H\) therefore does for the climbing force what the Hessian does for the true force. If it is positive definite, small steps along the climbing force lead into the saddle as they would into a minimum. For a harmonic saddle with the tangent fixed along \(v\), any reversal of the parallel force is thus enough, not only the full one.

**Q:** Show me how the code sets this up. What is a configuration?

**A:** A real vector indexed by a finite type `n`, with one index per coordinate.

In Lean 4 with Mathlib:

```lean
import Mathlib

open Matrix

namespace ClimbingImageScaling

noncomputable section

variable {n : Type*} [Fintype n] [DecidableEq n]
```

The saddle is a list of five conditions on \(H\), \(v\) and \(h\).

```lean
/-- A first-order saddle: the symmetric Hessian `H` has the unit eigenvector `v` with negative
eigenvalue `h`, and every eigenvector perpendicular to `v` has a positive eigenvalue. -/
structure IsFirstOrderSaddle (H : Matrix n n ℝ) (v : n → ℝ) (h : ℝ) : Prop where
  symmetric : H.IsSymm
  unit : v ⬝ᵥ v = 1
  eig : H *ᵥ v = h • v
  neg : h < 0
  others : ∀ (μ : ℝ) (w : n → ℝ), w ≠ 0 → w ⬝ᵥ v = 0 → H *ᵥ w = μ • w → 0 < μ
```

Here `⬝ᵥ` is the dot product and `*ᵥ` is a matrix acting on a vector. The fields say that \(H\) is symmetric, \(v\cdot v=1\), \(Hv=hv\), \(h<0\), and that any nonzero \(w\perp v\) with \(Hw=\mu w\) has \(\mu>0\).

**Q:** You never say that \(h\) is a simple eigenvalue.

**A:** It follows. If a second, independent eigenvector had eigenvalue \(h\), its part perpendicular to \(v\) would be a nonzero eigenvector with the same negative eigenvalue, against the last field. In one dimension that field is empty, and the matrix is just the number \((1-s)h\).

**Q:** A free molecule has zero modes. Your last field forbids them.

**A:** Yes. Overall translations and rotations must be removed or held fixed before the theorem applies. The condition stands for a saddle that is stiff in every direction except the reaction direction.

**Q:** And the force?

**A:** It is defined for an arbitrary force vector and an arbitrary tangent, before any harmonic assumption.

```lean
/-- The climbing force `F - s (t · F) t`. For a unit tangent `t`, this subtracts from `F` `s` times
its component along `t`. -/
def climbingForce (s : ℝ) (t F : n → ℝ) : n → ℝ := F - (s * (t ⬝ᵥ F)) • t
```

The matrix is defined separately, with `vecMulVec t t` for \(tt^{T}\).

```lean
/-- The scaled Hessian `(I - s t tᵀ) H`. -/
def scaledHessian (s : ℝ) (t : n → ℝ) (H : Matrix n n ℝ) : Matrix n n ℝ :=
  (1 - s • vecMulVec t t) * H
```

**Q:** Then someone could have written down the wrong matrix.

**A:** The next theorem ties the two definitions together. It is the harmonic calculation above, for every \(s\), \(t\), \(x\) and \(H\).

```lean
/-- In the harmonic region, where the true force is `-H x`, the climbing force is minus the
scaled Hessian applied to the displacement `x`. -/
theorem climbingForce_harmonic (s : ℝ) (t x : n → ℝ) (H : Matrix n n ℝ) :
    climbingForce s t (-(H *ᵥ x)) = -(scaledHessian s t H *ᵥ x) := by
  have outer : ∀ y : n → ℝ, (s • vecMulVec t t) *ᵥ y = (s * (t ⬝ᵥ y)) • t := by
    intro y
    ext i
    simp only [Matrix.mulVec, dotProduct, Matrix.smul_apply, Matrix.vecMulVec_apply,
      Pi.smul_apply, smul_eq_mul, Finset.mul_sum, Finset.sum_mul]
    apply Finset.sum_congr rfl
    intro j _
    ring
  unfold climbingForce scaledHessian
  rw [← Matrix.mulVec_mulVec, Matrix.sub_mulVec, Matrix.one_mulVec, outer, dotProduct_neg]
  module
```

The auxiliary statement `outer` is \(s\,tt^{T}y=s(t\cdot y)t\), checked component by component. After that, both sides are the same combination of \(Hx\) and \(t\), which `module` confirms.

**Q:** Changing the force might also create points where the climbing force vanishes and the true force does not.

**A:** For a unit tangent, this happens only at \(s=1\). Suppose \(F-s(t\cdot F)t=0\). The dot product with \(t\) gives \((1-s)(t\cdot F)=0\). If \(s\neq1\), then \(t\cdot F=0\), and the original equation reduces to \(F=0\). If \(s=1\), the force \(F=t\) is projected out completely although it is not zero.

```lean
omit [DecidableEq n] in
/-- For a unit tangent, the climbing force vanishes only where the true force vanishes
if and only if `s ≠ 1`. -/
theorem no_spurious_stationary_points_iff (s : ℝ) (t : n → ℝ) (ht : t ⬝ᵥ t = 1) :
    (∀ F : n → ℝ, climbingForce s t F = 0 → F = 0) ↔ s ≠ 1 := by
  constructor
  · intro hF hs
    -- at `s = 1` a force along the tangent is projected out completely
    have h0 : t = 0 := hF t (by simp [climbingForce, hs, ht])
    simp [h0] at ht
  · intro hs F hF
    unfold climbingForce at hF
    have h1 := congrArg (fun y => t ⬝ᵥ y) hF
    simp only [dotProduct_sub, dotProduct_smul, ht, smul_eq_mul, dotProduct_zero] at h1
    have h2 : (1 - s) * (t ⬝ᵥ F) = 0 := by linear_combination h1
    have h3 : t ⬝ᵥ F = 0 := (mul_eq_zero.mp h2).resolve_left (sub_ne_zero.mpr hs.symm)
    simpa [h3] using hF
```

The two branches of the proof are these two cases. The harmonic approximation plays no part here.

**Q:** Now the main claim. A product of two symmetric matrices is generally not symmetric, so what does "positive definite" mean?

**A:** With \(t=v\) the product is symmetric. Since \(v^{T}H=(Hv)^{T}=h\,v^{T}\),
\[
(I-s\,vv^{T})H = H - s\,v\,(v^{T}H) = H - s\,h\,vv^{T}.
\]

```lean
/-- With the tangent along the unstable mode, the scaled Hessian is `H - s h v vᵀ`. -/
theorem scaledHessian_eq {H : Matrix n n ℝ} {v : n → ℝ} {h : ℝ}
    (S : IsFirstOrderSaddle H v h) (s : ℝ) :
    scaledHessian s v H = H - (s * h) • vecMulVec v v := by
  have hv : v ᵥ* H = h • v := by
    rw [← Matrix.mulVec_transpose, S.symmetric.eq, S.eig]
  have key : vecMulVec v v * H = h • vecMulVec v v := by
    ext i j
    have hj := congrFun hv j
    simp only [Matrix.vecMul, dotProduct, Pi.smul_apply, smul_eq_mul] at hj
    simp only [Matrix.mul_apply, Matrix.vecMulVec_apply, Matrix.smul_apply, smul_eq_mul,
      mul_assoc, ← Finset.mul_sum]
    rw [hj]
    ring
  unfold scaledHessian
  rw [sub_mul, one_mul, smul_mul_assoc, key, smul_smul]
```

In the proof, `hv` is \(v^{T}H=hv^{T}\), and `key` is its consequence \(vv^{T}H=h\,vv^{T}\).

**Q:** Go on to the eigenvalues.

**A:** Let \(w\neq0\) be an eigenvector of the scaled matrix with eigenvalue \(\mu\):
\[
Hw - s\,h\,(v\cdot w)\,v = \mu w .
\]
Take the dot product with \(v\), using \(v\cdot Hw=h\,(v\cdot w)\):
\[
(1-s)\,h\,(v\cdot w) = \mu\,(v\cdot w).
\]
If \(v\cdot w\neq0\), then \(\mu=(1-s)h\), which is positive for \(s>1\) because both factors are negative. If \(v\cdot w=0\), the first equation becomes \(Hw=\mu w\) with \(w\perp v\), so \(\mu>0\) by the saddle condition.

```lean
/-- If `s > 1` and the tangent is the unstable mode, every real eigenvalue of the scaled
Hessian is positive. -/
theorem scaledHessian_eigenvalue_pos {H : Matrix n n ℝ} {v : n → ℝ} {h : ℝ}
    (S : IsFirstOrderSaddle H v h) {s : ℝ} (hs : 1 < s) {μ : ℝ} {w : n → ℝ}
    (hw : w ≠ 0) (he : scaledHessian s v H *ᵥ w = μ • w) : 0 < μ := by
  have hpar : v ⬝ᵥ (H *ᵥ w) = h * (v ⬝ᵥ w) := by
    rw [Matrix.dotProduct_mulVec, ← Matrix.mulVec_transpose, S.symmetric.eq, S.eig,
      smul_dotProduct, smul_eq_mul]
  have hform : H *ᵥ w - (s * (h * (v ⬝ᵥ w))) • v = μ • w := by
    have h1 := climbingForce_harmonic s v w H
    rw [he] at h1
    unfold climbingForce at h1
    rw [dotProduct_neg, hpar] at h1
    linear_combination (norm := module) -h1
  by_cases hc : v ⬝ᵥ w = 0
  · -- perpendicular modes keep their eigenvalue
    refine S.others μ w hw (by rw [dotProduct_comm]; exact hc) ?_
    simpa [hc] using hform
  · -- a mode overlapping with `v` has eigenvalue `(1 - s) h`
    have h2 := congrArg (fun y => v ⬝ᵥ y) hform
    simp only [dotProduct_sub, dotProduct_smul, S.unit, smul_eq_mul, hpar] at h2
    have h3 : μ = (1 - s) * h := by
      apply mul_right_cancel₀ hc
      linear_combination -h2
    rw [h3]
    exact mul_pos_of_neg_of_neg (by linarith) S.neg
```

`hpar` is the identity for \(v\cdot Hw\), and `hform` is the eigenvalue equation, obtained from the harmonic theorem. The `by_cases` line splits on whether \(v\cdot w\) vanishes.

**Q:** In a real band the tangent comes from neighbouring images. It won't be exactly \(v\).

**A:** One direction survives that. For any unit \(t\), test the quadratic form on \(v\):
\[
v^{T}(I-s\,tt^{T})Hv = h\left(1-s\,(t\cdot v)^2\right).
\]
By Cauchy–Schwarz, \((t\cdot v)^2\le1\). If \(s\le1\), then \(s(t\cdot v)^2\le(t\cdot v)^2\le1\), so the bracket is nonnegative and the whole expression is at most zero. A positive quadratic form therefore requires \(s>1\), whatever the tangent.

```lean
/-- For any unit tangent `t`, aligned with the unstable mode or not, a positive quadratic form
of the scaled Hessian requires `s > 1`. -/
theorem over_inversion_necessary {H : Matrix n n ℝ} {v : n → ℝ} {h : ℝ}
    (S : IsFirstOrderSaddle H v h) {s : ℝ} {t : n → ℝ} (ht : t ⬝ᵥ t = 1)
    (hpos : ∀ x : n → ℝ, x ≠ 0 → 0 < x ⬝ᵥ (scaledHessian s t H *ᵥ x)) : 1 < s := by
  have hv0 : v ≠ 0 := by
    intro h0
    have hu := S.unit
    simp [h0] at hu
  -- test the quadratic form on the unstable mode
  have hval : v ⬝ᵥ (scaledHessian s t H *ᵥ v) = h * (1 - s * (t ⬝ᵥ v) ^ 2) := by
    have h1 := congrArg (fun y => v ⬝ᵥ y) (climbingForce_harmonic s t v H)
    simp only [climbingForce, S.eig, dotProduct_sub, dotProduct_neg, dotProduct_smul,
      smul_eq_mul, S.unit, dotProduct_comm v t] at h1
    linear_combination h1
  have hp := hpos v hv0
  rw [hval] at hp
  have hcs : (t ⬝ᵥ v) ^ 2 ≤ 1 := by
    have h1 := Finset.sum_mul_sq_le_sq_mul_sq Finset.univ t v
    have h2 : ∑ i, t i ^ 2 = 1 := by simpa only [dotProduct, ← pow_two] using ht
    have h3 : ∑ i, v i ^ 2 = 1 := by simpa only [dotProduct, ← pow_two] using S.unit
    rw [h2, h3, one_mul] at h1
    exact h1
  by_contra hs
  have hs' : s ≤ 1 := le_of_not_gt hs
  have h4 : s * (t ⬝ᵥ v) ^ 2 ≤ 1 * (t ⬝ᵥ v) ^ 2 :=
    mul_le_mul_of_nonneg_right hs' (sq_nonneg _)
  have h5 : 0 ≤ 1 - s * (t ⬝ᵥ v) ^ 2 := by linarith
  have h6 := mul_nonpos_of_nonpos_of_nonneg S.neg.le h5
  linarith
```

`hval` is the displayed value, `hcs` is the Cauchy–Schwarz bound, and the lines after `by_contra` carry out the argument for \(s\le1\).

**Q:** And the converse for a misaligned tangent?

**A:** It fails in general. The displayed value is positive only if \(s(t\cdot v)^2>1\), so for a misaligned tangent \(s>1\) is not enough. Raising \(s\) need not help either: testing the form on \(t\) itself gives \((1-s)\,t^{T}Ht\), so for \(s>1\) the curvature along \(t\) must be negative. If \(t^{T}Ht\ge0\), as for a tangent perpendicular to \(v\), the form is therefore not positive for any \(s\): it fails on \(t\) when \(s>1\) and on \(v\) when \(s\le1\). That is why the equivalence is stated for \(t=v\). The lack of a positive form does not by itself mean that the image is driven away: for a misaligned tangent the matrix is generally not symmetric, and a positive quadratic form is then sufficient for attraction but not necessary.

```lean
/-- At a first-order saddle with unstable mode `v`, the matrix `(I - s v vᵀ) H` is positive
definite if and only if `s > 1`. -/
theorem scaledHessian_posDef_iff {H : Matrix n n ℝ} {v : n → ℝ} {h : ℝ}
    (S : IsFirstOrderSaddle H v h) (s : ℝ) :
    (scaledHessian s v H).PosDef ↔ 1 < s := by
  constructor
  · intro hP
    apply over_inversion_necessary S S.unit
    intro x hx
    simpa only [star_trivial] using hP.dotProduct_mulVec_pos hx
  · intro hs
    have hM : (scaledHessian s v H).IsHermitian := by
      rw [scaledHessian_eq S]
      apply Matrix.IsHermitian.ext
      intro i j
      have hij := S.symmetric.apply i j
      simp only [Matrix.sub_apply, Matrix.smul_apply, Matrix.vecMulVec_apply, smul_eq_mul,
        star_trivial]
      rw [hij]
      ring
    -- a symmetric matrix is positive definite when its eigenvalues are positive
    rw [hM.posDef_iff_eigenvalues_pos]
    intro i
    have hw : (hM.eigenvectorBasis i).ofLp ≠ 0 := by
      intro h0
      apply hM.eigenvectorBasis.orthonormal.ne_zero i
      ext j
      exact congrFun h0 j
    exact scaledHessian_eigenvalue_pos S hs hw (hM.mulVec_eigenvectorBasis i)
```

`PosDef` for a real matrix means symmetric with \(x^{T}Mx>0\) for all \(x\neq0\). From left to right, the proof applies the previous theorem with \(t=v\). From right to left, it first establishes symmetry (`hM`) from the formula \(H-s\,h\,vv^{T}\). A symmetric matrix with only positive eigenvalues is positive definite, so it then feeds each vector of an orthonormal eigenbasis to the eigenvalue theorem.

**Q:** Why describe the other modes by eigenvectors at all? I would have required positive curvature in every direction perpendicular to \(v\).

**A:** That is a sound alternative: replace the last field by \(u^{T}Hu>0\) for all nonzero \(u\perp v\). For symmetric \(H\) in finite dimension the two conditions are equivalent, because \(H\) maps the space perpendicular to \(v\) into itself and can be diagonalised there. The theorem would say the same thing, but its proof would be shorter. Writing \(x=av+u\) with \(u\perp v\), the cross terms vanish and
\[
x^{T}(I-s\,vv^{T})Hx = (1-s)\,h\,a^2 + u^{T}Hu ,
\]
which shows positivity for \(s>1\) without an eigenbasis. The eigenvector version is closer to what a frequency calculation reports: one imaginary frequency, the rest real. That calculation uses the mass-weighted Hessian, which has the same number of negative eigenvalues as \(H\) but in general different modes.

**Q:** Give me numbers, and not a saddle lined up with the axes.

**A:** Take
\[
H=\frac1{25}\begin{pmatrix}7&-24\\-24&-7\end{pmatrix},\qquad v=\begin{pmatrix}3/5\\4/5\end{pmatrix}.
\]
The first component of \(Hv\) is \((21-96)/125=-3/5\) and the second is \((-72-28)/125=-4/5\), so \(h=-1\). The perpendicular vector \((4/5,-3/5)\) has eigenvalue \(+1\). The scaled matrix is
\[
H+s\,vv^{T}=\frac1{25}\begin{pmatrix}7+9s&-24+12s\\-24+12s&-7+16s\end{pmatrix},
\]
with eigenvalues \(s-1\) and \(1\). At \(s=2\) it is the identity. At \(s=3/2\) the eigenvalues are \(1/2\) and \(1\), still both positive. At \(s=1\) one of them is zero, and at \(s=1/2\) it is \(-1/2\).

Now use the bad tangent \(t=(1,0)\), for which \((t\cdot v)^2=9/25\). At \(s=2\) the scaled matrix is
\[
\frac1{25}\begin{pmatrix}-7&24\\-24&-7\end{pmatrix},
\]
whose quadratic form is \(-\tfrac{7}{25}\,|x|^2\). Full inversion along this tangent drives the image away from the saddle.

The code checks that this \(H\) and \(v\) satisfy all five saddle conditions, so the hypotheses describe at least one actual saddle.

```lean
/-- A two-dimensional Hessian with unstable direction `(3/5, 4/5)` and eigenvalue `-1` along it
is a first-order saddle. -/
theorem isFirstOrderSaddle_witness :
    IsFirstOrderSaddle !![7/25, -24/25; -24/25, -7/25] ![3/5, 4/5] (-1) where
  symmetric := by
    ext i j
    fin_cases i <;> fin_cases j <;> simp
  unit := by
    norm_num [dotProduct, Fin.sum_univ_two]
  eig := by
    ext i
    fin_cases i <;> norm_num [Matrix.mulVec, dotProduct, Fin.sum_univ_two]
  neg := by norm_num
  others := by
    intro μ w hw hp he
    have e0 := congrFun he 0
    simp [Matrix.mulVec, dotProduct, Fin.sum_univ_two] at hp e0
    have h0 : w 0 ≠ 0 := by
      intro h0
      have h1 : w 1 = 0 := by linarith
      apply hw
      funext i
      fin_cases i
      · exact h0
      · exact h1
    have h2 : (μ - 1) * w 0 = 0 := by linear_combination -e0 - 6 / 5 * hp
    have h3 := (mul_eq_zero.mp h2).resolve_right h0
    linarith

end

end ClimbingImageScaling
```

For the last condition, perpendicularity and the first row of the eigenvalue equation give \((\mu-1)w_0=0\). The component \(w_0\) cannot vanish, since \(w_1\) would then vanish too, and so \(\mu=1\).

```lean
#print axioms ClimbingImageScaling.no_spurious_stationary_points_iff
-- 'ClimbingImageScaling.no_spurious_stationary_points_iff' depends on axioms: [propext, Classical.choice, Quot.sound]
#print axioms ClimbingImageScaling.scaledHessian_posDef_iff
-- 'ClimbingImageScaling.scaledHessian_posDef_iff' depends on axioms: [propext, Classical.choice, Quot.sound]
```

**Q:** So may I set \(s=1.01\) in my next calculation?

**A:** Within the model the saddle would be attracting, but the eigenvalue along \(v\) would be only \(0.01\,|h|\), and steepest descent would creep along that direction. The theorems settle the sign of the curvature. Convergence rates, anharmonic terms and a tangent that changes as the band moves are separate questions.
